# Adding $uw$ to $H$ when $Hu=Eu$ changes at most one eigenvalue

Let $H$ be a square matrix, $u$ a column with $Hu=Eu$, and $w$ any row. Then

$$
(z-E)\,\det(z-H-uw)=(z-E-w\cdot u)\,\det(z-H),
$$

where $w\cdot u=\sum_i w_iu_i$ and a scalar $z$ standing next to a matrix means $z$ times the identity. Over a field and for $u\neq0$, one copy of the eigenvalue $E$ of $H$ becomes $E+w\cdot u$ in $H+uw$. The rest of the list of eigenvalues, written with algebraic multiplicity, stays the same.

## Removing a level that is already known

Suppose that one eigenpair $(E,u)$ of a matrix Hamiltonian has been found and the others are wanted. An iteration that converges to the eigenvalue of largest modulus would find $E$ again if $E$ is that eigenvalue. Deflation changes the matrix so that the known level moves elsewhere.

Take a row $v$ with $v\cdot u=1$. The matrix $P=uv$ with entries $u_iv_j$ satisfies $P^2=P$ and projects onto the line spanned by $u$. The choice $w=-Ev$ gives $H-EP$, in which one copy of $E$ is replaced by zero; if $E$ is degenerate, its other copies stay at $E$. The choice $w=\sigma v$ moves this one copy from $E$ to $E+\sigma$. For a Hermitian $H$ and a normalised $u$, the natural row is $v=u^\dagger$, and $P$ is then the orthogonal projector $|u\rangle\langle u|$.

The identity needs neither a Hermitian nor a diagonalisable $H$, and $v$ need not be a left eigenvector. In electronic structure it applies to a finite matrix, such as a configuration-interaction matrix in a fixed orthonormal basis, when the eigenvector used for the deflation is exact; a converged numerical vector meets this condition only approximately.

## The determinant identity without division

Let $A$ be a square matrix with $Au=su$ for a scalar $s$. Border $A$ by the column $u$, the row $w$ and a corner entry 1, and multiply:

$$
\begin{pmatrix}A&u\\ w&1\end{pmatrix}
\begin{pmatrix}1&-u\\ 0&s\end{pmatrix}
=\begin{pmatrix}A&-Au+su\\ w&-w\cdot u+s\end{pmatrix}
=\begin{pmatrix}A&0\\ w&s-w\cdot u\end{pmatrix}.
$$

The eigenvalue equation has cleared the upper right block. The determinant of the bordered matrix follows from the factorisation

$$
\begin{pmatrix}A&u\\ w&1\end{pmatrix}
=\begin{pmatrix}1&u\\ 0&1\end{pmatrix}
\begin{pmatrix}A-uw&0\\ w&1\end{pmatrix},
$$

which gives $\det(A-uw)$. The second factor in the product above has determinant $s$, and the block triangular result has determinant $(s-w\cdot u)\det A$. Hence

$$
s\,\det(A-uw)=(s-w\cdot u)\,\det A .
$$

Now put $A=z-H$. Then $Au=zu-Eu=(z-E)u$, so $s=z-E$, and the identity at the top follows. No inverse of $z-H$ was used, so $z$ may be an eigenvalue of $H$.

At $z=E$, however, the left side vanishes whatever $\det(E-H-uw)$ is. To keep the information at this point, replace the number $z$ by the polynomial variable $X$. With $\chi_M(X)=\det(X-M)$ for the characteristic polynomial of $M$, the same calculation gives

$$
(X-E)\,\chi_{H+uw}(X)=(X-E-w\cdot u)\,\chi_H(X).
$$

## From polynomials to eigenvalues

Over a field, the roots of a product of nonzero polynomials are the roots of its factors, counted together. Comparing both sides therefore gives

$$
\{E\}\cup\operatorname{roots}\chi_{H+uw}
=\{E+w\cdot u\}\cup\operatorname{roots}\chi_H ,
$$

where the unions add multiplicities. With $w=-Ev$ and $v\cdot u=1$, the new value is $E-E=0$.

If $u\neq0$, then $E$ is a root of $\chi_H$. This also follows from the identity itself. Choose an index $i$ with $u_i\neq0$ and a row whose only nonzero entry is $1/u_i$ at position $i$. Its overlap with $u$ is 1, and setting $X=E$ gives $0=-\chi_H(E)$. So $\chi_H=(X-E)q$ for some polynomial $q$. Insert this into the identity for the original $w$ and cancel $X-E$:

$$
\chi_H=(X-E)\,q,\qquad \chi_{H+uw}=(X-E-w\cdot u)\,q .
$$

The common factor $q$ carries all the eigenvalues that stay. If $u=0$, then $uw=0$ and $w\cdot u=0$, and nothing changes.

## What happens to the eigenvectors

The column $u$ keeps its role, with the shifted value:

$$
(H+uw)u=Eu+u(w\cdot u)=(E+w\cdot u)u .
$$

Let $y$ be a row with $yH=\mu y$ and $\mu\neq E$. Evaluating $yHu$ in two ways gives $\mu(y\cdot u)=E(y\cdot u)$, so $(\mu-E)(y\cdot u)=0$ and hence $y\cdot u=0$. Therefore

$$
y(H+uw)=\mu y+(y\cdot u)w=\mu y .
$$

The other right eigenvectors of $H$ may change, because $(H+uw)x$ contains the extra term $(w\cdot x)u$.

## The statements as Lean reads them

The basis is labelled by a finite type `n`, so the matrices are finite. The letter `R` stands for a commutative ring and `K` for a field, for example the real or complex numbers. Rows and columns are both functions on `n`, and the notation tells them apart: `H *ᵥ u` is $Hu$, `y ᵥ* H` is $yH$, and `w ⬝ᵥ u` is $\sum_iw_iu_i$ **without complex conjugation**. For a bra $\langle u|$, the conjugated components have to be supplied as the row.

The outer product $uw$ is `Matrix.vecMulVec u w`, and `deflated H u w` is $H+uw$. The plus sign fixes the convention: a positive $w\cdot u$ raises the level, and the removal to zero below uses the row `(-E) • v`.

The hypothesis `H *ᵥ u = E • u` is the exact eigenvalue equation. It does not say that $u$ is nonzero; only `common_factor` asks for this separately. In `deflation_to_zero`, the condition `v ⬝ᵥ u = 1` is the normalisation that makes $uv$ a projector, and it excludes $u=0$ by itself.

The theorems `secular_determinant` and `charpoly_deflated` hold over `R`. The spectrum is expressed over `K` by `charpoly.roots`, a multiset in which each root appears as often as its algebraic multiplicity, and `E ::ₘ s` adds one copy of `E` to the multiset `s`. Only roots that lie in `K` are listed. A real matrix with complex eigenvalues should therefore be read as a complex matrix if the whole spectrum is wanted.

The theorems give no error bound for an approximate eigenvector and say nothing about the convergence of an eigenvalue solver.

## The complete file

```lean
import Mathlib

open scoped Matrix Polynomial
open Polynomial (X C)

namespace RankOneDeflation

variable {n R K : Type*} [Fintype n] [DecidableEq n] [CommRing R] [Field K]

/-- The matrix `H + u w` obtained from `H` by adding the product of a column `u` and a row `w`. -/
def deflated (H : Matrix n n R) (u w : n → R) : Matrix n n R :=
  H + Matrix.vecMulVec u w

/-- If `A u = s u`, then subtracting `u w` from `A` changes the determinant according to
`s det(A - u w) = (s - w·u) det A`. -/
theorem det_sub_rankOne (A : Matrix n n R) (u w : n → R) (s : R)
    (h : A *ᵥ u = s • u) :
    s * (A - Matrix.vecMulVec u w).det = (s - w ⬝ᵥ u) * A.det := by
  let U : Matrix n Unit R := fun i _ => u i
  let W : Matrix Unit n R := fun _ j => w j
  let S : Matrix Unit Unit R := fun _ _ => s
  let T : Matrix Unit Unit R := fun _ _ => s - w ⬝ᵥ u
  have hUW : U * W = Matrix.vecMulVec u w := by
    ext i j
    rw [Matrix.mul_apply, Matrix.vecMulVec_apply]
    simp [U, W]
  have hAU : A * U = U * S := by
    ext i j
    have hi := congrFun h i
    simp only [Matrix.mulVec, dotProduct, Pi.smul_apply, smul_eq_mul] at hi
    rw [Matrix.mul_apply, Matrix.mul_apply]
    simp only [U, S, Finset.univ_unique, Finset.sum_singleton]
    linear_combination hi
  have hWU : W * U + T = S := by
    ext i j
    rw [Matrix.add_apply, Matrix.mul_apply]
    change (∑ x, w x * u x) + (s - w ⬝ᵥ u) = s
    simp only [dotProduct]
    ring
  -- The eigenvalue equation clears the upper right block of the bordered matrix.
  have hblock : Matrix.fromBlocks A U W 1 * Matrix.fromBlocks 1 (-U) 0 S
      = Matrix.fromBlocks A 0 W T := by
    have h1 : A * (-U) + U * S = 0 := by
      rw [Matrix.mul_neg, hAU, neg_add_cancel]
    have h2 : W * (-U) + 1 * S = T := by
      rw [Matrix.mul_neg, Matrix.one_mul, ← hWU]
      exact neg_add_cancel_left _ _
    rw [Matrix.fromBlocks_multiply, h1, h2]
    simp only [Matrix.mul_one, Matrix.mul_zero, add_zero]
  have hS : S.det = s := Matrix.det_unique S
  have hT : T.det = s - w ⬝ᵥ u := Matrix.det_unique T
  have hd := congrArg Matrix.det hblock
  rw [Matrix.det_mul, Matrix.det_fromBlocks_one₂₂, Matrix.det_fromBlocks_zero₂₁,
    Matrix.det_fromBlocks_zero₁₂, hUW, Matrix.det_one, one_mul, hS, hT] at hd
  linear_combination hd

/-- For `H u = E u` and every value `z`,
`(z - E) det(z - H - u w) = (z - E - w·u) det(z - H)`. -/
theorem secular_determinant (H : Matrix n n R) (u w : n → R) (E z : R)
    (hu : H *ᵥ u = E • u) :
    (z - E) * (Matrix.diagonal (fun _ => z) - H - Matrix.vecMulVec u w).det
      = (z - E - w ⬝ᵥ u) * (Matrix.diagonal (fun _ => z) - H).det := by
  apply det_sub_rankOne
  funext i
  rw [Matrix.sub_mulVec, hu]
  simp only [Pi.sub_apply, Matrix.mulVec_diagonal, Pi.smul_apply, smul_eq_mul]
  ring

/-- For `H u = E u`, the characteristic polynomials of `H + u w` and `H` agree after
multiplication by `X - E` and `X - (E + w·u)` respectively. -/
theorem charpoly_deflated (H : Matrix n n R) (u w : n → R) (E : R)
    (hu : H *ᵥ u = E • u) :
    (X - C E) * (deflated H u w).charpoly
      = (X - C (E + w ⬝ᵥ u)) * H.charpoly := by
  have hc : ∀ M : Matrix n n R,
      M.charmatrix = Matrix.diagonal (fun _ => (X : R[X])) - M.map C :=
    fun M => Matrix.ext fun i j => Matrix.charmatrix_apply M i j
  -- The eigenvalue equation, read with constant polynomials as entries.
  have hC : H.map C *ᵥ (fun i => C (u i)) = C E • (fun i => C (u i)) := by
    funext i
    have hi := congrArg (C : R →+* R[X]) (congrFun hu i)
    simp only [Matrix.mulVec, dotProduct, Pi.smul_apply, smul_eq_mul, map_sum, map_mul] at hi
    simp only [Matrix.mulVec, dotProduct, Matrix.map_apply, Pi.smul_apply, smul_eq_mul]
    exact hi
  have hs : (deflated H u w).charmatrix
      = Matrix.diagonal (fun _ => (X : R[X])) - H.map C
        - Matrix.vecMulVec (fun i => C (u i)) (fun i => C (w i)) := by
    rw [hc]
    refine Matrix.ext fun i j => ?_
    simp only [deflated, Matrix.sub_apply, Matrix.map_apply, Matrix.add_apply,
      Matrix.vecMulVec_apply, map_add, map_mul]
    ring
  have hdot : (fun i => C (w i)) ⬝ᵥ (fun i => C (u i)) = C (w ⬝ᵥ u) := by
    simp only [dotProduct, map_sum, map_mul]
  have h := secular_determinant (H.map C) (fun i => C (u i)) (fun i => C (w i)) (C E) X hC
  rw [hdot] at h
  unfold Matrix.charpoly
  rw [hs, hc H, map_add]
  linear_combination h

/-- Let `H u = E u`. Counted with algebraic multiplicity, the eigenvalues of `H + u w` in the field
together with `E` are the eigenvalues of `H` together with `E + w·u`. -/
theorem spectrum_deflated (H : Matrix n n K) (u w : n → K) (E : K)
    (hu : H *ᵥ u = E • u) :
    E ::ₘ (deflated H u w).charpoly.roots = (E + w ⬝ᵥ u) ::ₘ H.charpoly.roots := by
  have h := congrArg Polynomial.roots (charpoly_deflated H u w E hu)
  rw [Polynomial.roots_mul (mul_ne_zero (Polynomial.X_sub_C_ne_zero _)
      (Matrix.charpoly_monic _).ne_zero),
    Polynomial.roots_mul (mul_ne_zero (Polynomial.X_sub_C_ne_zero _)
      (Matrix.charpoly_monic _).ne_zero),
    Polynomial.roots_X_sub_C, Polynomial.roots_X_sub_C,
    Multiset.singleton_add, Multiset.singleton_add] at h
  exact h

/-- With `H u = E u` and `v·u = 1`, subtracting `E u v` from `H` replaces one copy of the eigenvalue
`E` by zero and keeps all others. -/
theorem deflation_to_zero (H : Matrix n n K) (u v : n → K) (E : K)
    (hu : H *ᵥ u = E • u) (hv : v ⬝ᵥ u = 1) :
    E ::ₘ (deflated H u ((-E) • v)).charpoly.roots = 0 ::ₘ H.charpoly.roots := by
  have h := spectrum_deflated H u ((-E) • v) E hu
  rwa [smul_dotProduct, hv, smul_eq_mul, mul_one, add_neg_cancel] at h

/-- For `H u = E u` with `u ≠ 0`, the characteristic polynomials of `H` and `H + u w` are `(X - E)
q` and `(X - (E + w·u)) q` with the same factor `q`. -/
theorem common_factor (H : Matrix n n K) (u w : n → K) (E : K)
    (hu : H *ᵥ u = E • u) (hu0 : u ≠ 0) :
    ∃ q : K[X], H.charpoly = (X - C E) * q ∧
      (deflated H u w).charpoly = (X - C (E + w ⬝ᵥ u)) * q := by
  obtain ⟨i, hi⟩ := Function.ne_iff.mp hu0
  have hi' : u i ≠ 0 := hi
  -- A row with overlap one shows that `E` is a root.
  have h1 := charpoly_deflated H u (Pi.single i (u i)⁻¹) E hu
  rw [single_dotProduct, inv_mul_cancel₀ hi'] at h1
  have h2 := congrArg (Polynomial.eval E) h1
  simp only [Polynomial.eval_mul, Polynomial.eval_sub, Polynomial.eval_X,
    Polynomial.eval_C] at h2
  have hroot : H.charpoly.IsRoot E := by
    change Polynomial.eval E H.charpoly = 0
    linear_combination h2
  obtain ⟨q, hq⟩ := Polynomial.dvd_iff_isRoot.mpr hroot
  refine ⟨q, hq, mul_left_cancel₀ (Polynomial.X_sub_C_ne_zero E) ?_⟩
  rw [charpoly_deflated H u w E hu, hq]
  ring

omit [DecidableEq n] in
/-- If `H u = E u`, then `u` satisfies the eigenvalue equation of `H + u w` with the value `E +
w·u`. -/
theorem right_eigenvector (H : Matrix n n R) (u w : n → R) (E : R)
    (hu : H *ᵥ u = E • u) :
    deflated H u w *ᵥ u = (E + w ⬝ᵥ u) • u := by
  have h : Matrix.vecMulVec u w *ᵥ u = (w ⬝ᵥ u) • u := by
    funext i
    simp only [Matrix.mulVec, dotProduct, Matrix.vecMulVec_apply, Pi.smul_apply, smul_eq_mul]
    rw [Finset.sum_mul]
    exact Finset.sum_congr rfl fun j _ => by ring
  rw [deflated, Matrix.add_mulVec, hu, h, add_smul]

omit [DecidableEq n] in
/-- If `H u = E u`, then a row `y` with `y H = μ y` and `μ ≠ E` also satisfies `y (H + u w) = μ y`.
-/
theorem left_eigenvector (H : Matrix n n K) (u w y : n → K) (E μ : K)
    (hu : H *ᵥ u = E • u) (hy : y ᵥ* H = μ • y) (hne : μ ≠ E) :
    y ᵥ* deflated H u w = μ • y := by
  -- Left and right eigenvectors with different eigenvalues have zero overlap.
  have h := Matrix.dotProduct_mulVec y H u
  rw [hu, hy, dotProduct_smul, smul_dotProduct, smul_eq_mul, smul_eq_mul] at h
  have h0 : y ⬝ᵥ u = 0 := by
    apply (mul_eq_zero.mp (?_ : (μ - E) * (y ⬝ᵥ u) = 0)).resolve_left (sub_ne_zero.mpr hne)
    linear_combination -h
  have hz : y ᵥ* Matrix.vecMulVec u w = 0 := by
    funext j
    have hj : (y ᵥ* Matrix.vecMulVec u w) j = (y ⬝ᵥ u) * w j := by
      simp only [Matrix.vecMul, dotProduct, Matrix.vecMulVec_apply]
      rw [Finset.sum_mul]
      exact Finset.sum_congr rfl fun i _ => by ring
    rw [hj, h0, zero_mul, Pi.zero_apply]
  rw [deflated, Matrix.vecMul_add, hy, hz, add_zero]

end RankOneDeflation
```

```lean
#print axioms RankOneDeflation.det_sub_rankOne
#print axioms RankOneDeflation.deflation_to_zero
#print axioms RankOneDeflation.right_eigenvector
#print axioms RankOneDeflation.left_eigenvector
```

```
'RankOneDeflation.det_sub_rankOne' depends on axioms: [propext, Classical.choice, Quot.sound]
'RankOneDeflation.deflation_to_zero' depends on axioms: [propext, Classical.choice, Quot.sound]
'RankOneDeflation.right_eigenvector' depends on axioms: [propext, Classical.choice, Quot.sound]
'RankOneDeflation.left_eigenvector' depends on axioms: [propext, Classical.choice, Quot.sound]
```

## How the bordered matrix becomes a proof

The lemma `det_sub_rankOne` is the division-free determinant identity. Lean's block matrices need matrices as blocks, so $u$ becomes a matrix `U` with one column, $w$ a matrix `W` with one row, and the scalars $s$ and $s-w\cdot u$ become the one-by-one matrices `S` and `T`. Three auxiliary equations translate the ingredients: `hUW` says that the product of column and row is $uw$, `hAU` is the eigenvalue equation, and `hWU` is the arithmetic of the lower right corner.

The step `hblock` is the matrix product from the derivation. Taking determinants of both sides gives `hd`. The rewrite with `Matrix.det_fromBlocks_one₂₂` supplies $\det(A-uw)$ for the bordered matrix, and the two triangular rules supply the other determinants. The last `linear_combination` only puts the factors in the required order.

In `secular_determinant`, the lemma is applied with $A=z-H$ and $s=z-E$. What remains is the equation $(z-H)u=(z-E)u$, checked component by component.

## The passage to the polynomial variable

The theorem `charpoly_deflated` uses `secular_determinant` again, now with polynomials as matrix entries and `X` in the place of $z$. This is possible because the earlier theorem holds over every commutative ring. The map `C` turns a scalar into a constant polynomial.

Four facts prepare the substitution. The first, `hc`, writes the matrix inside the characteristic polynomial as $X-M$. The second, `hC`, carries the eigenvalue equation over to constant polynomials. The third, `hs`, splits $X-(H+uw)$ into $X-H-uw$, and `hdot` does the translation for the overlap $w\cdot u$. The determinant identity then becomes the identity between characteristic polynomials.

## Root counting and the shared factor

The proof of `spectrum_deflated` applies `Polynomial.roots` to both sides of that identity. The rule `Polynomial.roots_mul` separates the roots of the factors and requires the products to be nonzero. This holds because characteristic polynomials are monic and $X-a$ is never the zero polynomial. The theorem `deflation_to_zero` is the special case $w=-Ev$, where the rewriting evaluates $E+w\cdot u$ as zero.

In `common_factor`, the row `Pi.single i (u i)⁻¹` is the one with unit overlap from the derivation. Evaluation at $E$ yields `hroot`, and the factor theorem `Polynomial.dvd_iff_isRoot` provides $q$. The second factorisation is obtained by multiplying both sides by $X-E$, using the main identity, and cancelling with `mul_left_cancel₀`.

## The two eigenvector equations

The theorem `right_eigenvector` first shows $(uw)u=(w\cdot u)u$ by rearranging a finite sum, and then adds $Hu=Eu$. In `left_eigenvector`, `Matrix.dotProduct_mulVec` expresses that $yHu$ can be bracketed in two ways. From this `h0` derives $y\cdot u=0$, using $\mu\neq E$ to rule out the other factor. The step `hz` concludes that $y(uw)=0$, so the added term has no effect on $y$.
